# Two Buerger cells of one lattice with equal edge lengths but different shapes

A cell is represented here by its metric alone, the matrix G of scalar products of its axes. If the axes a, b, c carry the indices 0, 1, 2, then G 0 2 = a·c, and the diagonal holds the squared edge lengths. The orientation of the cell in space is thereby forgotten, and so are any atoms inside it. The entries are restricted to integers in some fixed unit of squared length. A general lattice has a real metric, but integers suffice for the example below.

```lean
import Mathlib

open Matrix

namespace BuergerCellNotUnique

noncomputable section
```

A new basis is given by an integer matrix U whose columns are the new axes in the old coordinates. Its metric is Uᵀ G U. It spans the same lattice exactly when det U = ±1, which over the integers is what `IsUnit U.det` says. The edge sum is |a| + |b| + |c|.

```lean
/-- The sum of the three edge lengths of a cell with metric `G`. -/
def edgeSum (G : Matrix (Fin 3) (Fin 3) ℤ) : ℝ :=
  ∑ i, Real.sqrt ((G i i : ℤ) : ℝ)
```

A Buerger cell is a positive definite metric whose edge sum no other basis of the lattice can lower. Bases of both handednesses compete. The definition takes the symmetry of a metric for granted and does not demand it; both matrices studied below are symmetric.

```lean
/-- The condition for a symmetric matrix `G` to be the metric of a Buerger cell: it is positive
definite and its edge sum is the smallest among all bases of the same lattice. The symmetry of `G`
is not part of the condition. -/
def IsBuergerCell (G : Matrix (Fin 3) (Fin 3) ℤ) : Prop :=
  (∀ v : Fin 3 → ℤ, v ≠ 0 → 0 < v ⬝ᵥ G *ᵥ v) ∧
  ∀ U : Matrix (Fin 3) (Fin 3) ℤ, IsUnit U.det → edgeSum G ≤ edgeSum (Uᵀ * G * U)
```

Two cells count as the same if they differ only by the names and directions of their axes. In `signedPerm σ s`, new axis j is old axis σ j times s j. The definition allows any integer factors; the final theorem restricts them to ±1.

```lean
/-- The matrix that sends axis `j` to axis `σ j` with the factor `s j`. -/
def signedPerm (σ : Equiv.Perm (Fin 3)) (s : Fin 3 → ℤ) : Matrix (Fin 3) (Fin 3) ℤ :=
  Matrix.of fun i j => if i = σ j then s j else 0
```

The two metrics and the basis that links them are as follows.

```lean
/-- The metric of the first cell, with axes a, b, c. -/
def cellA : Matrix (Fin 3) (Fin 3) ℤ := !![8, -3, -1; -3, 32, -16; -1, -16, 32]

/-- The metric of the second cell. -/
def cellB : Matrix (Fin 3) (Fin 3) ℤ := !![8, 3, 4; 3, 32, 16; 4, 16, 32]

/-- The change of basis to the axes -a, b, b + c. -/
def basisChange : Matrix (Fin 3) (Fin 3) ℤ := !![-1, 0, 0; 0, 1, 1; 0, 0, 1]
```

All edges have lengths √8, √32, √32 in both cells, but the angles differ. The cosines for the pairs ab, ac, bc are −3/16, −1/16, −1/2 in the first cell and 3/16, 1/4, 1/2 in the second.

## (a) Squared length in coordinates

Write the squared length of v = x a + y b + z c in the first lattice as a polynomial.

The diagonal gives 8x² + 32y² + 32z², and each off-diagonal entry counts twice:

|v|² = 8x² + 32(y² − yz + z²) − 2x(3y + z).

For v = a + b + c this is 8 + 32 − 8 = 32, so the body diagonal is exactly as long as b and c.

In Lean x, y, z are `v 0`, `v 1`, `v 2`. The proof expands the sums and compares polynomials.

```lean
/-- The squared length of a lattice vector of the first cell, in its coordinates. -/
theorem cellA_lengthSq (v : Fin 3 → ℤ) :
    v ⬝ᵥ cellA *ᵥ v = 8 * v 0 ^ 2 + 32 * (v 1 ^ 2 - v 1 * v 2 + v 2 ^ 2)
      - 2 * v 0 * (3 * v 1 + v 2) := by
  simp [cellA, Matrix.mulVec, dotProduct, Fin.sum_univ_three]
  ring
```

## (b) Vectors off the a axis

Show that |v|² ≥ 32 whenever y and z are not both zero.

Put N = y² − yz + z² and t = 3y + z. Completing the square in x gives

|v|² = 8(x − t/8)² + 32N − t²/8.

Moreover,

t² = 18N − (3y − 4z)² − z² ≤ 18N,

so |v|² ≥ (32 − 18/8)N = 29.75 N. If N ≥ 2, this is at least 59.5.

Otherwise N = 1. From 4N = (2y − z)² + 3z², and the same with y and z exchanged, both |y| and |z| are at most 1. That leaves ±(1,0), ±(0,1) and ±(1,1) for (y,z), with |t| = 3, 1 and 4. Since x is an integer, |x| ≤ x², and therefore

|v|² = 32 + 8x² − 2xt ≥ 32 + 8x² − 8|x| ≥ 32.

The Lean proof makes the same split. The squares above are the hints to the first `nlinarith`; `hx1` and `hx2` express |x| ≤ x², and `interval_cases` runs through the remaining y and z.

```lean
/-- In the first lattice every vector off the a axis has squared length at least 32. -/
theorem cellA_off_axis (v : Fin 3 → ℤ) (h : v 1 ≠ 0 ∨ v 2 ≠ 0) :
    32 ≤ v ⬝ᵥ cellA *ᵥ v := by
  rw [cellA_lengthSq]
  generalize v 0 = x at *
  generalize v 1 = y at *
  generalize v 2 = z at *
  by_cases hN : 2 ≤ y ^ 2 - y * z + z ^ 2
  · -- far from the axis, completing the square is enough
    nlinarith [sq_nonneg (8 * x - 3 * y - z), sq_nonneg (3 * y - 4 * z), sq_nonneg z]
  · -- near the axis only finitely many y, z remain, and x is an integer
    have hN' : y ^ 2 - y * z + z ^ 2 ≤ 1 := by omega
    have hy1 : y ≤ 1 := by nlinarith [sq_nonneg (2 * z - y)]
    have hy2 : -1 ≤ y := by nlinarith [sq_nonneg (2 * z - y)]
    have hz1 : z ≤ 1 := by nlinarith [sq_nonneg (2 * y - z)]
    have hz2 : -1 ≤ z := by nlinarith [sq_nonneg (2 * y - z)]
    have hx1 : x ≤ x ^ 2 := by
      rcases le_or_gt x 0 with hx | hx
      · nlinarith [sq_nonneg x]
      · nlinarith
    have hx2 : -x ≤ x ^ 2 := by
      rcases le_or_gt 0 x with hx | hx
      · nlinarith [sq_nonneg x]
      · nlinarith
    clear hN
    interval_cases y <;> interval_cases z <;>
      first
        | (exfalso; simp at h; done)
        | nlinarith
```

## (c) The shortest vectors

Show that every nonzero lattice vector has |v|² ≥ 8.

Off the a axis, part (b) gives 32. On the axis y = z = 0, so x ≠ 0 and |v|² = 8x² ≥ 8.

```lean
/-- In the first lattice every nonzero vector has squared length at least 8. -/
theorem cellA_shortest (v : Fin 3 → ℤ) (hv : v ≠ 0) : 8 ≤ v ⬝ᵥ cellA *ᵥ v := by
  by_cases h : v 1 ≠ 0 ∨ v 2 ≠ 0
  · linarith [cellA_off_axis v h]
  · simp only [not_or, ne_eq, not_not] at h
    obtain ⟨h1, h2⟩ := h
    have h0 : v 0 ≠ 0 := by
      intro h0
      apply hv
      funext k
      fin_cases k
      exacts [h0, h1, h2]
    have hp : 0 < v 0 ^ 2 := by positivity
    rw [cellA_lengthSq, h1, h2]
    nlinarith
```

## (d) The first cell is a Buerger cell

Show that no basis of the lattice has a smaller edge sum than the first cell.

Positive definiteness follows from (c). Now let U be any change of basis. Each new edge is a column of U and has length at least √8, or at least √32 if the column lies off the a axis. Two columns on that axis would be parallel and make det U = 0. At most one edge can therefore be shorter than √32, and

edge sum ≥ √8 + 2√32 = 10√2,

which is the edge sum of the first cell.

In the code, `hdiag` identifies a diagonal entry of the new metric with the squared length of a column, and `h8` and `h32` are the two bounds. The eight cases record which columns lie off the axis; those with two or more columns on it contradict `hdet`.

```lean
/-- The first cell is a Buerger cell. -/
theorem cellA_isBuergerCell : IsBuergerCell cellA := by
  refine ⟨fun v hv => by linarith [cellA_shortest v hv], fun U hU => ?_⟩
  have hdet : U.det ≠ 0 := hU.ne_zero
  -- a diagonal entry of the new metric is the squared length of a column of U
  have hdiag : ∀ i, (Uᵀ * cellA * U) i i
      = (fun k => U k i) ⬝ᵥ cellA *ᵥ (fun k => U k i) := by
    intro i
    simp only [Matrix.mul_apply, Matrix.transpose_apply, Matrix.mulVec, dotProduct,
      Fin.sum_univ_three]
    ring
  have h8 : ∀ i, Real.sqrt 8 ≤ Real.sqrt (((Uᵀ * cellA * U) i i : ℤ) : ℝ) := by
    intro i
    apply Real.sqrt_le_sqrt
    rw [hdiag]
    exact_mod_cast cellA_shortest (fun k => U k i) (fun h =>
      hdet (Matrix.det_eq_zero_of_column_eq_zero i (fun k => congrFun h k)))
  have h32 : ∀ i, (U 1 i ≠ 0 ∨ U 2 i ≠ 0) →
      Real.sqrt 32 ≤ Real.sqrt (((Uᵀ * cellA * U) i i : ℤ) : ℝ) := by
    intro i hi
    apply Real.sqrt_le_sqrt
    rw [hdiag]
    exact_mod_cast cellA_off_axis (fun k => U k i) hi
  have hle : Real.sqrt 8 ≤ Real.sqrt 32 := Real.sqrt_le_sqrt (by norm_num)
  have hA : edgeSum cellA = Real.sqrt 8 + Real.sqrt 32 + Real.sqrt 32 := by
    simp [edgeSum, cellA, Fin.sum_univ_three]
  rw [hA, edgeSum, Fin.sum_univ_three]
  -- at most one column of U lies on the a axis
  by_cases p0 : U 1 0 ≠ 0 ∨ U 2 0 ≠ 0 <;> by_cases p1 : U 1 1 ≠ 0 ∨ U 2 1 ≠ 0 <;>
    by_cases p2 : U 1 2 ≠ 0 ∨ U 2 2 ≠ 0
  · linarith [h32 0 p0, h32 1 p1, h32 2 p2]
  · linarith [h32 0 p0, h32 1 p1, h8 2]
  · linarith [h32 0 p0, h8 1, h32 2 p2]
  · simp only [not_or, ne_eq, not_not] at p1 p2
    exact absurd (by rw [Matrix.det_fin_three, p1.1, p1.2, p2.1, p2.2]; ring) hdet
  · linarith [h8 0, h32 1 p1, h32 2 p2]
  all_goals
    simp only [not_or, ne_eq, not_not] at p0
    first
      | (simp only [not_or, ne_eq, not_not] at p1
         exact absurd (by rw [Matrix.det_fin_three, p0.1, p0.2, p1.1, p1.2]; ring) hdet)
      | (simp only [not_or, ne_eq, not_not] at p2
         exact absurd (by rw [Matrix.det_fin_three, p0.1, p0.2, p2.1, p2.2]; ring) hdet)
```

## (e) Carrying minimality to another basis

Let G be a Buerger cell and W a change of basis that leaves the edge sum unchanged. Show that Wᵀ G W is a Buerger cell.

For v ≠ 0 the vector Wv is nonzero because W is invertible, and

v·(Wᵀ G W)v = (Wv)·G(Wv) > 0.

A further change U gives

Uᵀ(Wᵀ G W)U = (WU)ᵀ G (WU),

with det(WU) = ±1. Its edge sum is at least that of G, which equals that of Wᵀ G W. The hypothesis `he` is the equality of edge sums.

```lean
/-- A change of lattice basis that keeps the edge sum turns a Buerger cell into a
Buerger cell. -/
theorem IsBuergerCell.transform {G W : Matrix (Fin 3) (Fin 3) ℤ} (hG : IsBuergerCell G)
    (hW : IsUnit W.det) (he : edgeSum (Wᵀ * G * W) = edgeSum G) :
    IsBuergerCell (Wᵀ * G * W) := by
  refine ⟨fun v hv => ?_, fun U hU => ?_⟩
  · rw [← Matrix.mulVec_mulVec, ← Matrix.mulVec_mulVec, Matrix.dotProduct_mulVec v Wᵀ,
      Matrix.vecMul_transpose]
    exact hG.1 _ (fun h => hv (Matrix.eq_zero_of_mulVec_eq_zero hW.ne_zero h))
  · -- two successive changes of basis are one change of basis
    have h := hG.2 (W * U) (by rw [Matrix.det_mul]; exact hW.mul hU)
    have e : (W * U)ᵀ * G * (W * U) = Uᵀ * (Wᵀ * G * W) * U := by
      simp only [Matrix.transpose_mul, Matrix.mul_assoc]
    rw [he]
    rwa [e] at h
```

## (f) The second cell belongs to the same lattice

Compute the metric of the axes −a, b, b + c.

The new scalar products are

(−a)·b = 3,
(−a)·(b + c) = 3 + 1 = 4,
b·(b + c) = 32 − 16 = 16,
|b + c|² = 32 + 32 − 32 = 32.

With |−a|² = 8 and |b|² = 32 this is the second metric. The matrix is triangular with diagonal −1, 1, 1, so its determinant is −1. Lean checks the nine entries one by one.

```lean
/-- The axes -a, b, b + c of the first cell have the metric of the second cell, and the
change of basis has determinant -1. -/
theorem basisChange_relates :
    basisChangeᵀ * cellA * basisChange = cellB ∧ basisChange.det = -1 := by
  constructor
  · ext i j
    fin_cases i <;> fin_cases j <;>
      simp [basisChange, cellA, cellB, Matrix.mul_apply, Fin.sum_univ_three]
  · simp [basisChange, Matrix.det_fin_three]
```

## (g) Handedness is not the obstruction

Find a change of basis of determinant +1 between the same two metrics.

Reverse all three axes, taking a, −b, −b − c. Every scalar product contains two reversed signs and is unchanged, while the determinant is multiplied by (−1)³.

```lean
/-- The two cells are also related by the negated matrix, which has determinant 1. -/
theorem proper_basisChange_relates :
    (-basisChange)ᵀ * cellA * (-basisChange) = cellB ∧ (-basisChange).det = 1 := by
  constructor
  · rw [← basisChange_relates.1]
    simp
  · simp [basisChange, Matrix.det_fin_three]
```

## (h) What relabelling and reversal do to a metric

Find the metric after new axis i has been set to s i times old axis σ i.

The scalar product of new axes i and j is

s i · G(σ i, σ j) · s j.

With factors ±1, the entries are only moved and possibly changed in sign.

```lean
/-- Relabelling the axes and multiplying them by factors `s` permutes the entries of a
metric and multiplies them by the matching factors. -/
theorem signedPerm_metric (G : Matrix (Fin 3) (Fin 3) ℤ) (σ : Equiv.Perm (Fin 3))
    (s : Fin 3 → ℤ) (i j : Fin 3) :
    ((signedPerm σ s)ᵀ * G * signedPerm σ s) i j = s i * G (σ i) (σ j) * s j := by
  simp [signedPerm, Matrix.mul_apply]
```

## (i) Two Buerger cells that no relabelling connects

Show that both cells are Buerger cells of one lattice with equal edge lengths, and that no permutation and reversal of axes turns the first into the second.

The first cell is covered by (d). The diagonals agree, so the edge sums agree, and (e) with the basis of (f) covers the second. Suppose now that a signed permutation related them. The second metric has the entry 4 in position 0 2, so by (h)

s 0 · A(σ 0, σ 2) · s 2 = 4,

where A is the first metric. Then A would contain 4 or −4, but its entries are 8, 32, −3, −1 and −16.

The theorem `buerger_cell_not_unique` joins these statements. Its last clause covers every permutation `σ` and every choice of signs, hence mirror images too. In the proof, `hno` inspects the entries of A, and the four sign combinations are refuted by `omega`.

```lean
/-- Buerger cells are not unique: the two cells are Buerger cells of one lattice with equal
edge lengths, yet no relabelling and reversal of axes turns the first into the second. -/
theorem buerger_cell_not_unique :
    IsBuergerCell cellA ∧ IsBuergerCell cellB ∧
    (basisChangeᵀ * cellA * basisChange = cellB ∧ basisChange.det = -1) ∧
    (∀ i, cellA i i = cellB i i) ∧
    ∀ (σ : Equiv.Perm (Fin 3)) (s : Fin 3 → ℤ), (∀ i, s i = 1 ∨ s i = -1) →
      (signedPerm σ s)ᵀ * cellA * signedPerm σ s ≠ cellB := by
  have hd : ∀ i, cellA i i = cellB i i := by
    intro i
    fin_cases i <;> simp [cellA, cellB]
  refine ⟨cellA_isBuergerCell, ?_, basisChange_relates, hd, ?_⟩
  · rw [← basisChange_relates.1]
    apply cellA_isBuergerCell.transform
    · rw [basisChange_relates.2]
      exact isUnit_one.neg
    · rw [basisChange_relates.1]
      simp only [edgeSum, hd]
  · intro σ s hs h
    -- the second metric has an entry 4, the first has neither 4 nor -4
    have hno : ∀ i j, cellA i j ≠ 4 ∧ cellA i j ≠ -4 := by
      intro i j
      fin_cases i <;> fin_cases j <;> simp [cellA]
    have h4 := congrFun (congrFun h 0) 2
    rw [signedPerm_metric] at h4
    have hB : cellB 0 2 = 4 := by simp [cellB]
    rw [hB] at h4
    have hn := hno (σ 0) (σ 2)
    rcases hs 0 with h0 | h0 <;> rcases hs 2 with h2 | h2 <;> rw [h0, h2] at h4 <;> omega

end

end BuergerCellNotUnique
```

If this one lattice, with an exact integer metric and no atoms, is described once by each of the two cells, a comparison of the cells up to axis names and directions reports two lattices where there is one. A single Buerger cell is therefore not a reliable label for a lattice. One remedy is a further rule that chooses among the Buerger cells, which the additional conditions of Niggli reduction supply; another is to compare all Buerger cells of the two lattices.

Three is the smallest dimension in which two bases of one lattice can have equal edge lengths but different shapes. On a line the edge length is the whole metric. In the plane, let two bases of one lattice have the same squared edge lengths p and r, and let q be the scalar product of the axes. The squared cell area pr − q² is the same for both, so q is fixed up to sign, and reversing one axis adjusts the sign. In three dimensions the volume gives one equation for three scalar products, which leaves room for the pair above.

```lean
#print axioms BuergerCellNotUnique.proper_basisChange_relates
-- 'BuergerCellNotUnique.proper_basisChange_relates' depends on axioms: [propext, Classical.choice, Quot.sound]
#print axioms BuergerCellNotUnique.buerger_cell_not_unique
-- 'BuergerCellNotUnique.buerger_cell_not_unique' depends on axioms: [propext, Classical.choice, Quot.sound]
```
